# Hermitian time-odd operators have imaginary, antisymmetric matrix elements between Gamma-real plane-wave vectors

If a Gamma-point code treats momentum matrix elements as real, as it may for the kinetic energy, it keeps exactly the part that is zero and loses every transition element. My orbitals are spinless and real in space, so their coefficients satisfy c(−G) = conj c(G). I believe that momentum, like any Hermitian operator odd under time reversal, then has purely imaginary, antisymmetric matrix elements and zero expectation values. Can this be made rigorous and machine-checked?

## Conjugation reverses the sign of every element

Yes, and for Hermitian operators the vanishing of all these expectation values is also sufficient for time-oddness. Let S be a finite set of plane waves closed under G ↦ −G, and write

⟨c, A d⟩ = Σ_G Σ_G' conj c(G) A(G,G') d(G').

Let Ã(G,G') = conj A(−G,−G') be the time-reversed matrix. Call c Gamma-real if c(−G) = conj c(G) for every G. For Gamma-real c and d, conjugate the sum, relabel both indices, and use this condition on c and d:

conj⟨c, A d⟩ = Σ_G Σ_G' c(G) conj A(G,G') conj d(G')

= Σ_G Σ_G' c(−G) conj A(−G,−G') conj d(−G')

= ⟨c, Ã d⟩.

Time-odd means A(−G,−G') = −conj A(G,G'), that is, Ã = −A. The element then equals minus its own conjugate, so it is imaginary, even without Hermiticity. If A is Hermitian, conj⟨c, A d⟩ = ⟨d, A c⟩, hence

⟨d, A c⟩ = −⟨c, A d⟩,

and d = c gives ⟨c, A c⟩ = 0.

Conversely, let A be Hermitian with zero expectation value in every Gamma-real state. Expanding the expectation value in c + d gives

0 = ⟨c, A d⟩ + ⟨d, A c⟩ = ⟨c, (A + Ã) d⟩.

To conclude A + Ã = 0, suppose Σ_G f(G) d(G) = 0 for all Gamma-real d. Both

u(G) = conj f(G) + f(−G) and v(G) = i(conj f(G) − f(−G))

are Gamma-real, and conj f = (u − iv)/2. Therefore Σ_G |f(G)|² = 0 and f = 0. Applying this first to the components of (A + Ã)d, then to each row of A + Ã, gives Ã = −A.

Each momentum component, labelled by a subscript i that is not the imaginary unit, is diagonal, with real entries g_i(G) satisfying g_i(−G) = −g_i(G). It is Hermitian and time-odd, so

Σ_G |c(G)|² g_i(G) = 0.

**One pair, by hand.** For wavevectors +1 and −1, take c = (1, 1), a cosine, and d = (i, −i), a sine up to sign. Then

⟨c, p d⟩ = 1·1·i + 1·(−1)·(−i) = 2i,

while ⟨d, p c⟩ = −2i and both expectation values are zero. Each vector has norm √2, so the normalised element is i.

**With half the sphere stored.** Keeping one member of each ±G pair, a code can evaluate

⟨c, p_i d⟩ = 2i Σ_half g_i(G) Im(conj c(G) d(G)),

with no contribution from G = 0. It can store the imaginary parts as a real antisymmetric matrix. Such elements enter dipole transition strengths between spinless one-particle orbitals at Gamma. With a nonlocal pseudopotential they are not the whole velocity element: the commutator of that potential with position adds a further term.

In the Lean file, `S` is the finite index type and `σ` is any involution, standing for G ↦ −G. `IsGammaReal` and `IsTimeOdd` are the two symmetry conditions, and `matElem` is the double sum, with no normalisation required. In `momentum g i`, `i` labels a component and the units are ħ; the hypothesis `hg` ties `σ` to actual sign reversal of wavevectors. Gamma-reality is assumed of the states, not derived from a Hamiltonian. Spin and nonzero k are not modelled.

```lean
import Mathlib

open Matrix ComplexConjugate
open scoped ComplexOrder

namespace GammaPointTimeOdd

noncomputable section

variable {S ι : Type*} [Fintype S] {σ : S → S}

/-- Plane-wave coefficients with `c(-G) = conj c(G)`; the map `σ` plays the role of `G ↦ -G`. -/
def IsGammaReal (σ : S → S) (c : S → ℂ) : Prop :=
  ∀ G, c (σ G) = conj (c G)

/-- A matrix in the plane-wave basis with `A(-G,-G') = -conj A(G,G')`. -/
def IsTimeOdd (σ : S → S) (A : Matrix S S ℂ) : Prop :=
  ∀ G G', A (σ G) (σ G') = -conj (A G G')

/-- The time-reversed matrix, with entries `conj A(-G,-G')`. -/
def timeReversed (σ : S → S) (A : Matrix S S ℂ) : Matrix S S ℂ :=
  fun G G' => conj (A (σ G) (σ G'))

/-- The matrix element `⟨c, A d⟩` as a double sum over plane waves. -/
def matElem (A : Matrix S S ℂ) (c d : S → ℂ) : ℂ :=
  ∑ G, ∑ G', conj (c G) * A G G' * d G'

/-- The `i`-th momentum component (in units of ħ): diagonal in plane waves, with the
wavevector component `g G i` as entry. -/
def momentum [DecidableEq S] (g : S → ι → ℝ) (i : ι) : Matrix S S ℂ :=
  Matrix.diagonal fun G => (g G i : ℂ)

/-- Between Gamma-real vectors, conjugating a matrix element amounts to time-reversing
the operator. -/
theorem conj_matElem (hσ : Function.Involutive σ) (A : Matrix S S ℂ) {c d : S → ℂ}
    (hc : IsGammaReal σ c) (hd : IsGammaReal σ d) :
    conj (matElem A c d) = matElem (timeReversed σ A) c d := by
  calc conj (matElem A c d)
      = ∑ G, ∑ G', c G * conj (A G G') * conj (d G') := by
        simp only [matElem, map_sum, map_mul, Complex.conj_conj]
    -- relabel both sums by G ↦ -G
    _ = ∑ G, ∑ G', c (σ G) * conj (A (σ G) (σ G')) * conj (d (σ G')) :=
        (Equiv.sum_comp hσ.toPerm
          (fun G => ∑ G', c G * conj (A G G') * conj (d G'))).symm.trans
        (Finset.sum_congr rfl fun G _ => (Equiv.sum_comp hσ.toPerm
          (fun G' => c (σ G) * conj (A (σ G) G') * conj (d G'))).symm)
    _ = matElem (timeReversed σ A) c d := by
        simp only [matElem, timeReversed, hc _, hd _, Complex.conj_conj]

/-- For a Hermitian operator, conjugating a matrix element exchanges the two states. -/
theorem conj_matElem_of_isHermitian {A : Matrix S S ℂ} (hA : A.IsHermitian) (c d : S → ℂ) :
    conj (matElem A c d) = matElem A d c := by
  simp only [matElem, map_sum, map_mul, Complex.conj_conj]
  rw [Finset.sum_comm]
  refine Finset.sum_congr rfl fun y _ => Finset.sum_congr rfl fun x _ => ?_
  rw [show conj (A x y) = A y x from hA.apply y x]
  ring

/-- Matrix elements of a time-odd operator between Gamma-real vectors are purely imaginary. -/
theorem matElem_re_eq_zero (hσ : Function.Involutive σ) {A : Matrix S S ℂ}
    (hA : IsTimeOdd σ A) {c d : S → ℂ} (hc : IsGammaReal σ c) (hd : IsGammaReal σ d) :
    (matElem A c d).re = 0 := by
  have h : conj (matElem A c d) = -matElem A c d := by
    rw [conj_matElem hσ A hc hd]
    simp only [matElem, timeReversed, hA _ _, map_neg, Complex.conj_conj, mul_neg, neg_mul,
      Finset.sum_neg_distrib]
  have h' := congrArg Complex.re h
  rw [Complex.conj_re, Complex.neg_re] at h'
  linarith

/-- Matrix elements of a Hermitian time-odd operator between Gamma-real vectors are
antisymmetric under exchange of the two states. -/
theorem matElem_antisymm (hσ : Function.Involutive σ) {A : Matrix S S ℂ}
    (hH : A.IsHermitian) (hA : IsTimeOdd σ A) {c d : S → ℂ}
    (hc : IsGammaReal σ c) (hd : IsGammaReal σ d) :
    matElem A d c = -matElem A c d := by
  have h := matElem_re_eq_zero hσ hA hc hd
  rw [← conj_matElem_of_isHermitian hH c d]
  apply Complex.ext
  · rw [Complex.conj_re, Complex.neg_re, h, neg_zero]
  · rw [Complex.conj_im, Complex.neg_im]

/-- A linear form on coefficient vectors that vanishes on all Gamma-real vectors is zero. -/
theorem eq_zero_of_gammaReal (hσ : Function.Involutive σ) (f : S → ℂ)
    (h : ∀ d, IsGammaReal σ d → ∑ G, f G * d G = 0) : f = 0 := by
  -- test on the two Gamma-real parts of conj f
  have h1 : ∑ G, f G * (conj (f G) + f (σ G)) = 0 :=
    h (fun G => conj (f G) + f (σ G)) (by
      intro G
      simp only [map_add, Complex.conj_conj, hσ G]
      ring)
  have h2 : ∑ G, f G * (Complex.I * (conj (f G) - f (σ G))) = 0 :=
    h (fun G => Complex.I * (conj (f G) - f (σ G))) (by
      intro G
      simp only [map_mul, map_sub, Complex.conj_I, Complex.conj_conj, hσ G]
      ring)
  have e : ∑ G, f G * conj (f G) = (1 / 2) * ∑ G, f G * (conj (f G) + f (σ G))
      + (-Complex.I / 2) * ∑ G, f G * (Complex.I * (conj (f G) - f (σ G))) := by
    rw [Finset.mul_sum, Finset.mul_sum, ← Finset.sum_add_distrib]
    refine Finset.sum_congr rfl fun G _ => ?_
    linear_combination (1 / 2) * f G * (conj (f G) - f (σ G)) * Complex.I_sq
  rw [h1, h2, mul_zero, mul_zero, add_zero] at e
  exact dotProduct_star_self_eq_zero.mp
    ((dotProduct_comm (star f) f).trans (show f ⬝ᵥ star f = 0 from e))

/-- A Hermitian operator is time-odd exactly when its expectation value vanishes in every
Gamma-real state. -/
theorem isTimeOdd_iff_expectation_eq_zero (hσ : Function.Involutive σ) {A : Matrix S S ℂ}
    (hH : A.IsHermitian) :
    IsTimeOdd σ A ↔ ∀ c, IsGammaReal σ c → matElem A c c = 0 := by
  constructor
  · intro hA c hc
    linear_combination (1 / 2) * matElem_antisymm hσ hH hA hc hc
  intro h0
  -- polarization: between Gamma-real vectors, the elements of A and its time reverse sum to zero
  have key : ∀ c, IsGammaReal σ c → ∀ d, IsGammaReal σ d →
      matElem A c d + matElem (timeReversed σ A) c d = 0 := by
    intro c hc d hd
    have hcd : IsGammaReal σ (c + d) := fun G => by
      simp only [Pi.add_apply, map_add, hc G, hd G]
    have e : matElem A (c + d) (c + d)
        = matElem A c c + matElem A c d + matElem A d c + matElem A d d := by
      simp only [matElem, Pi.add_apply, map_add, ← Finset.sum_add_distrib]
      refine Finset.sum_congr rfl fun G _ => Finset.sum_congr rfl fun G' _ => ?_
      ring
    rw [← conj_matElem hσ A hc hd, conj_matElem_of_isHermitian hH]
    linear_combination h0 _ hcd - e - h0 c hc - h0 d hd
  -- hence A plus its time reverse annihilates every Gamma-real vector
  have hB : ∀ d, IsGammaReal σ d →
      (fun G => ∑ G', (A G G' + timeReversed σ A G G') * d G') = 0 := by
    intro d hd
    refine eq_zero_of_gammaReal hσ _ fun c hc => ?_
    refine Eq.trans ?_ (key (fun G => conj (c G)) (fun G => by simp only [hc G]) d hd)
    simp only [matElem, Complex.conj_conj, ← Finset.sum_add_distrib, Finset.sum_mul]
    refine Finset.sum_congr rfl fun G _ => Finset.sum_congr rfl fun G' _ => ?_
    ring
  intro G G'
  have h : A G G' + conj (A (σ G) (σ G')) = 0 :=
    congrFun (eq_zero_of_gammaReal hσ (fun G' => A G G' + timeReversed σ A G G')
      fun d hd => congrFun (hB d hd) G) G'
  have h' := congrArg (starRingEnd ℂ) h
  simp only [map_add, Complex.conj_conj, map_zero] at h'
  linear_combination h'

omit [Fintype S] in
/-- Each momentum component is Hermitian and time-odd when wavevectors change sign
under `σ`. -/
theorem momentum_isHermitian_isTimeOdd [DecidableEq S] (hσ : Function.Involutive σ)
    {g : S → ι → ℝ} (hg : ∀ G, g (σ G) = -g G) (i : ι) :
    (momentum g i).IsHermitian ∧ IsTimeOdd σ (momentum g i) := by
  constructor
  · rw [Matrix.IsHermitian, momentum, Matrix.diagonal_conjTranspose]
    congr 1
    funext G
    exact Complex.conj_ofReal _
  · intro G G'
    by_cases h : G = G'
    · subst h
      simp [momentum, hg]
    · simp [momentum, h, hσ.injective.ne h]

/-- A Gamma-real state carries no net momentum: the wavevectors weighted by `|c(G)|²`
sum to zero in every component. -/
theorem total_momentum_eq_zero (hσ : Function.Involutive σ)
    {g : S → ι → ℝ} (hg : ∀ G, g (σ G) = -g G) {c : S → ℂ} (hc : IsGammaReal σ c) (i : ι) :
    ∑ G, ‖c G‖ ^ 2 * g G i = 0 := by
  classical
  obtain ⟨hH, hA⟩ := momentum_isHermitian_isTimeOdd hσ hg i
  have e : matElem (momentum g i) c c = ((∑ G, ‖c G‖ ^ 2 * g G i : ℝ) : ℂ) := by
    simp only [matElem, momentum, Matrix.diagonal_apply, mul_ite, ite_mul, mul_zero, zero_mul,
      Finset.sum_ite_eq, Finset.mem_univ, if_true]
    push_cast
    refine Finset.sum_congr rfl fun G _ => ?_
    linear_combination (g G i : ℂ) * Complex.conj_mul' (c G)
  have h0 := (isTimeOdd_iff_expectation_eq_zero hσ hH).mp hA c hc
  rw [e] at h0
  exact_mod_cast h0

/-- For one pair of plane waves with wavevectors `1` and `-1`, the momentum is Hermitian and
time-odd, and its matrix element between the Gamma-real vectors `(1, 1)` and `(i, -i)` is `2i`. -/
theorem momentum_witness :
    let p : Matrix Bool Bool ℂ := momentum (fun b (_ : Unit) => if b then 1 else -1) ()
    let c : Bool → ℂ := fun _ => 1
    let d : Bool → ℂ := fun b => if b then Complex.I else -Complex.I
    p.IsHermitian ∧ IsTimeOdd Bool.not p ∧ IsGammaReal Bool.not c ∧ IsGammaReal Bool.not d ∧
      matElem p c d = 2 * Complex.I := by
  intro p c d
  have hp := momentum_isHermitian_isTimeOdd (σ := Bool.not)
    (g := fun b (_ : Unit) => if b then (1 : ℝ) else -1)
    (fun b => by cases b <;> rfl) (fun b => by funext u; cases b <;> simp) ()
  refine ⟨hp.1, hp.2, fun b => by simp [c], fun b => by cases b <;> simp [d], ?_⟩
  simp [matElem, p, c, d, momentum, Matrix.diagonal_apply]
  ring

end

end GammaPointTimeOdd
```

```lean
#print axioms GammaPointTimeOdd.matElem_antisymm
#print axioms GammaPointTimeOdd.total_momentum_eq_zero
```

```
'GammaPointTimeOdd.matElem_antisymm' depends on axioms: [propext, Classical.choice, Quot.sound]
'GammaPointTimeOdd.total_momentum_eq_zero' depends on axioms: [propext, Classical.choice, Quot.sound]
```

`conj_matElem` performs the relabelling, using `Equiv.sum_comp` once per index. `matElem_re_eq_zero` compares real parts, and `matElem_antisymm` combines that with `conj_matElem_of_isHermitian`, which swaps the two sums.

`eq_zero_of_gammaReal` tests the form on u and v; its identity `e` recombines them into Σ_G |f(G)|². In `isTimeOdd_iff_expectation_eq_zero`, `key` is the polarization step, and `hB` removes the left vector, using that conj c is Gamma-real too. The final lines remove the right vector row by row.

`momentum_isHermitian_isTimeOdd` gets Hermiticity from the real diagonal, and time-oddness by treating diagonal and off-diagonal entries separately. `total_momentum_eq_zero` collapses the double sum to the diagonal and applies the equivalence, while `momentum_witness` evaluates the 2i example.
